# Trace-selected SP2 sends the N occupations above a gap to 1 and those below it to 0

## Two levels and one electron

Take two orbitals with trial occupations \(x=0.9\) and \(y=0.4\), and one electron to place. The total, 1.3, is too large. Squaring both numbers gives 0.81 and 0.16, with total 0.97. This is now too small, so apply \(t\mapsto 2t-t^2\), which gives about 0.964 and 0.294.

There are two errors here: the hole \(1-x\) in the fuller orbital, which should hold the electron, and the particle \(y\) in the other, which should be empty. Since \(x+y\ge1\) means \(y\ge 1-x\), the total tells us which error is larger. The chosen map squares that error, but it can nearly double the other. The larger error therefore need not fall at every step: it went from 0.4 to 0.19 and then to 0.294. What does fall is the odds ratio \(y(1-x)/(x(1-y))\), from 0.074 to 0.045 to 0.016.

## Purifying a density matrix

At zero temperature, a gapped system of non-interacting electrons has a density matrix with eigenvalues 0 and 1, counted per spin orbital. SP2 purification starts from a matrix with eigenvalues in \([0,1]\), usually a rescaled Hamiltonian with its spectrum reversed, and applies \(X^2\) or \(2X-X^2\) according to the trace. Linear-scaling electronic-structure codes use such iterations; the result below concerns their untruncated form in a finite orthonormal basis.

The theorem treats the eigenvalues alone. The step from there to matrices is that both polynomials keep the eigenvectors and act on each eigenvalue separately, while the trace is the sum of the eigenvalues.

## What is proved

Let \(n\) levels have occupations \(x_i\in[0,1]\), and let \(O\) be a set of \(N\) levels, \(0<N<n\), with \(x_j<x_i\) for all \(i\in O\), \(j\notin O\). Then the iteration sends \(x_i\) to 1 for \(i\in O\) and to 0 otherwise.

In `sp2_converges`, the finite type `ι` labels the levels and `x : ι → ℝ` holds their occupations; a "level" here carries an occupation, not an energy. `sp2Step N` updates all levels at once and squares when the sum equals `N`. The expression `(sp2Step N)^[k] x i` is the occupation of level `i` after `k` steps.

The hypothesis `hgap` stands for a nonzero gap between the highest occupied and lowest empty orbital. Degeneracies within `O` or within its complement are allowed. Weakening the hypothesis to \(x_j\le x_i\) would fail, because two equal occupations remain equal. The theorem gives no convergence rate and does not treat rounding or the discarding of small matrix elements.

## The odds ratio falls

Let \(x\) be a level in \(O\) and \(y\) one outside, so \(0\le y<x\le1\). Both maps preserve \([0,1]\), since \(2t-t^2=1-(1-t)^2\). They also preserve the order: the difference \(x-y\) is multiplied by \(x+y>0\) or by \(2-x-y>0\).

Write \(r=y(1-x)/(x(1-y))\) and \(g=y(1-x)\). Under squaring, \(r\) becomes \(r'\), with
\[
r-r'=\frac{y(1-x)(x-y)}{x^2(1-y^2)}\ \ge\ g\,(x-y),
\]
because the denominator lies in \((0,1]\). Exchanging particles and holes, \((x,y)\to(1-y,1-x)\), leaves \(r\) and the bound unchanged and turns the other map into squaring, so the bound holds for both.

Let \(R\) be the initial ratio. It is below 1, since \(x(1-y)-y(1-x)=x-y>0\). Later ratios are at most \(R\), so \(g\le R\,x(1-y)\) and
\[
x-y=x(1-y)-g\ge(1-R)\,x(1-y)\ge(1-R)\,g .
\]
Each step \(k\) thus gives \(r_{k+1}\le r_k-(1-R)g_k^2\). The sequence \(r_k\) is non-increasing and non-negative, so it converges, its differences vanish, and \(g_k\to0\).

## From a small product to two small errors

Define the total holes and misplaced particles
\[
h=\sum_{i\in O}(1-x_i),\qquad p=\sum_{j\notin O}x_j .
\]
Their product is the sum of \(g\) over all pairs, so \(hp\to0\). Since \(\sum_i x_i=N-h+p\), the trace test selects the larger of \(h\) and \(p\). Every term of the selected sum is squared, so that sum does not grow; the other at most doubles, since \(2t-t^2\le2t\).

If the selection eventually stops changing, each term of the selected sum is squared for ever. Each such term is below 1: a level outside \(O\) lies below one in \(O\), and a level in \(O\) lies above one outside. The selected sum therefore vanishes, and the smaller one with it. In the two-level case with \(y=0\), this is simply \(1-x_k=(1-x_0)^{2^k}\).

If the selection changes infinitely often, fix \(\delta>0\) and wait until \(hp\) stays below \(\delta^2\). From then on, the smaller error at each step is at most \(\delta\). At the next change it becomes the larger one, having at most doubled in that single step, so both errors are at most \(2\delta\). Between changes the larger does not grow, and each later change restores the same bound. Hence both tend to zero.

## The Lean file

```lean
import Mathlib

open Filter Topology

namespace SP2TraceSelection

noncomputable section

variable {ι : Type*} [Fintype ι]

/-- One SP2 step on the occupations: square all levels if their sum is at least `N`,
otherwise apply `2x - x²` to all of them. -/
def sp2Step (N : ℕ) (x : ι → ℝ) (i : ι) : ℝ :=
  if (N : ℝ) ≤ ∑ j, x j then x i ^ 2 else 2 * x i - x i ^ 2

/-- The odds of a level `y` divided by the odds of a level `x`, for `x ≠ 0` and `y ≠ 1`. -/
def oddsRatio (x y : ℝ) : ℝ := y * (1 - x) / (x * (1 - y))

/-- The particle content `t` (`true`) or hole content `1 - t` (`false`) of a level. -/
def content (b : Bool) (t : ℝ) : ℝ := bif b then t else 1 - t

/-- The levels outside `O` (`true`) or in `O` (`false`). -/
def sector [DecidableEq ι] (O : Finset ι) (b : Bool) : Finset ι := bif b then Oᶜ else O

/-- The particles outside `O` (`true`) or the holes in `O` (`false`). -/
def misplaced [DecidableEq ι] (O : Finset ι) (b : Bool) (x : ι → ℝ) : ℝ :=
  ∑ i ∈ sector O b, content b (x i)

/-- An SP2 step keeps the strict order of two levels in `[0,1]`. -/
theorem sp2Step_lt {N : ℕ} {x : ι → ℝ} {i j : ι} (hj : 0 ≤ x j) (hi : x i ≤ 1)
    (h : x j < x i) : sp2Step N x j < sp2Step N x i := by
  unfold sp2Step
  split_ifs
  · nlinarith
  · nlinarith [mul_pos (sub_pos.2 h) (show 0 < 2 - x i - x j by linarith)]

/-- Squaring two levels `0 ≤ y < x ≤ 1` lowers their odds ratio by at least
`y (1 - x) (x - y)`. -/
theorem oddsRatio_sq_le {x y : ℝ} (hy : 0 ≤ y) (hx : x ≤ 1) (h : y < x) :
    oddsRatio (x ^ 2) (y ^ 2) ≤ oddsRatio x y - y * (1 - x) * (x - y) := by
  have x0 : 0 < x := by linarith
  have y1 : 0 < 1 - y := by linarith
  have y2 : 0 < 1 + y := by linarith
  have e : oddsRatio x y - oddsRatio (x ^ 2) (y ^ 2) =
      y * (1 - x) * (x - y) / (x ^ 2 * (1 - y ^ 2)) := by
    unfold oddsRatio
    rw [show 1 - y ^ 2 = (1 - y) * (1 + y) by ring]
    field_simp
    ring
  have b : y * (1 - x) * (x - y) ≤ y * (1 - x) * (x - y) / (x ^ 2 * (1 - y ^ 2)) := by
    rw [le_div_iff₀ (mul_pos (pow_pos x0 2) (by nlinarith))]
    exact mul_le_of_le_one_right
      (mul_nonneg (mul_nonneg hy (by linarith)) (by linarith))
      (by nlinarith [mul_nonneg (sq_nonneg x) (sq_nonneg y), pow_le_one₀ (n := 2) x0.le hx])
  linarith

/-- Either SP2 branch lowers the odds ratio of two levels `0 ≤ y < x ≤ 1` by at least
`y (1 - x) (x - y)`. -/
theorem oddsRatio_sp2Step {N : ℕ} {x : ι → ℝ} {i j : ι} (hj : 0 ≤ x j) (hi : x i ≤ 1)
    (h : x j < x i) : oddsRatio (sp2Step N x i) (sp2Step N x j) ≤
      oddsRatio (x i) (x j) - x j * (1 - x i) * (x i - x j) := by
  unfold sp2Step
  split_ifs
  · exact oddsRatio_sq_le hj hi h
  · -- particle-hole exchange turns this branch into squaring
    have flip : ∀ a b : ℝ, oddsRatio (1 - b) (1 - a) = oddsRatio a b := by
      intro a b
      unfold oddsRatio
      congr 1 <;> ring
    have q := oddsRatio_sq_le (x := 1 - x j) (y := 1 - x i)
      (by linarith) (by linarith) (by linarith)
    rw [flip] at q
    rw [← flip (2 * x i - x i ^ 2), show 1 - (2 * x j - x j ^ 2) = (1 - x j) ^ 2 by ring,
      show 1 - (2 * x i - x i ^ 2) = (1 - x i) ^ 2 by ring]
    linarith

/-- If a non-negative quantity `r` loses at least `c g²` in each step, with `c > 0` and
`g ≥ 0`, then `g` tends to zero. -/
theorem tendsto_of_dissipation {r g : ℕ → ℝ} {c : ℝ} (hc : 0 < c) (hr : ∀ k, 0 ≤ r k)
    (hg : ∀ k, 0 ≤ g k) (h : ∀ k, r (k + 1) ≤ r k - c * g k ^ 2) :
    Tendsto g atTop (𝓝 0) := by
  have anti : Antitone r := antitone_nat_of_succ_le fun k => by
    linarith [h k, mul_nonneg hc.le (sq_nonneg (g k))]
  have hl := tendsto_atTop_ciInf anti ⟨0, by rintro _ ⟨k, rfl⟩; exact hr k⟩
  have hd : Tendsto (fun k => (r k - r (k + 1)) / c) atTop (𝓝 0) := by
    simpa using (hl.sub ((tendsto_add_atTop_iff_nat 1).2 hl)).div_const c
  have h2 : Tendsto (fun k => g k ^ 2) atTop (𝓝 0) :=
    squeeze_zero (fun k => sq_nonneg _)
      (fun k => by rw [le_div_iff₀ hc]; linarith [h k]) hd
  have h3 : Tendsto (fun k => Real.sqrt (g k ^ 2)) atTop (𝓝 (Real.sqrt 0)) := h2.sqrt
  rwa [funext fun k => Real.sqrt_sq (hg k), Real.sqrt_zero] at h3

/-- A non-negative quantity that is below one at step `K` and is squared in every step from
then on tends to zero. -/
theorem tendsto_of_squaring {y : ℕ → ℝ} {K : ℕ} (h0 : ∀ k, 0 ≤ y k) (h1 : y K < 1)
    (h : ∀ k ≥ K, y (k + 1) = y k ^ 2) : Tendsto y atTop (𝓝 0) := by
  have b : ∀ m, y (m + K) ≤ y K ∧ y (m + K) ≤ y K ^ m := by
    intro m
    induction m with
    | zero => simpa using h1.le
    | succ m ih =>
      have p := h0 (m + K)
      rw [show m + 1 + K = m + K + 1 by omega, h (m + K) (by omega), sq]
      refine ⟨by nlinarith [ih.1], ?_⟩
      rw [pow_succ]
      exact mul_le_mul ih.2 ih.1 p (pow_nonneg (h0 K) m)
  exact (tendsto_add_atTop_iff_nat K).1 (squeeze_zero (fun m => h0 _) (fun m => (b m).2)
    (tendsto_pow_atTop_nhds_zero_of_lt_one (h0 K) h1))

/-- Two non-negative quantities have a product tending to zero. If each step does not raise the
larger, at most doubles the smaller, and the larger dies out whenever the choice `s` of the
larger stops changing, then both tend to zero. -/
theorem tendsto_of_switching {E : Bool → ℕ → ℝ} {s : ℕ → Bool} (h0 : ∀ b k, 0 ≤ E b k)
    (hp : Tendsto (fun k => E false k * E true k) atTop (𝓝 0))
    (hle : ∀ k, E (!s k) k ≤ E (s k) k) (h1 : ∀ k, E (s k) (k + 1) ≤ E (s k) k)
    (h2 : ∀ k, E (!s k) (k + 1) ≤ 2 * E (!s k) k)
    (h3 : ∀ K b, (∀ k ≥ K, s k = b) → Tendsto (E b) atTop (𝓝 0)) (b : Bool) :
    Tendsto (E b) atTop (𝓝 0) := by
  have top : ∀ b k, E b k ≤ E (s k) k := by
    intro b k
    have := hle k
    cases b <;> cases h : s k <;> simp_all
  by_cases hc : ∃ K, ∀ k ≥ K, s (k + 1) = s k
  · obtain ⟨K, hK⟩ := hc
    have all : ∀ k ≥ K, s k = s K := by
      intro k hk
      induction k, hk using Nat.le_induction with
      | base => rfl
      | succ k hk ih => exact (hK k hk).trans ih
    exact squeeze_zero' (Eventually.of_forall (h0 b)) (eventually_atTop.2
      ⟨K, fun k hk => (top b k).trans_eq (by rw [all k hk])⟩) (h3 K (s K) all)
  · rw [Metric.tendsto_atTop]
    intro ε hε
    obtain ⟨d, hd, hdε⟩ : ∃ d : ℝ, 0 < d ∧ 2 * d < ε := ⟨ε / 3, by linarith, by linarith⟩
    obtain ⟨K, hK⟩ := eventually_atTop.1 (hp.eventually_lt_const (show 0 < d ^ 2 by positivity))
    have small : ∀ k ≥ K, E (!s k) k ≤ d := by
      intro k hk
      have e : E (!s k) k * E (s k) k < d ^ 2 := by
        have := hK k hk
        cases s k <;> simp only [Bool.not_true, Bool.not_false] <;> linarith
      by_contra q
      nlinarith [hle k, not_le.1 q]
    -- after a change of branch, the new larger quantity is the old smaller one
    have change : ∀ k ≥ K, s (k + 1) ≠ s k → E (s (k + 1)) (k + 1) ≤ 2 * d := by
      intro k hk q
      have e : s (k + 1) = !s k := by
        revert q
        cases s (k + 1) <;> cases s k <;> simp
      rw [e]
      linarith [h2 k, small k hk]
    obtain ⟨L, hL, hs⟩ : ∃ k ≥ K, s (k + 1) ≠ s k := by
      by_contra q
      exact hc ⟨K, fun k hk => by by_contra r; exact q ⟨k, hk, r⟩⟩
    refine ⟨L + 1, fun k hk => ?_⟩
    have stay : E (s k) k ≤ 2 * d := by
      induction k, hk using Nat.le_induction with
      | base => exact change L hL hs
      | succ k hk ih =>
        by_cases q : s (k + 1) = s k
        · rw [q]; exact (h1 k).trans ih
        · exact change k (by omega) q
    rw [Real.dist_eq, sub_zero, abs_of_nonneg (h0 b k)]
    linarith [top b k]

/-- Let `N > 0` be less than the number of levels, let all occupations lie in `[0,1]`, and let each
of the `N` levels in `O` lie strictly above each level outside. Trace-selected SP2 sends levels in
`O` to 1, all others to 0. -/
theorem sp2_converges [DecidableEq ι] {N : ℕ} {O : Finset ι} {x : ι → ℝ} (hN : 0 < N)
    (hn : N < Fintype.card ι) (hO : O.card = N) (hx : ∀ i, x i ∈ Set.Icc (0 : ℝ) 1)
    (hgap : ∀ i ∈ O, ∀ j ∉ O, x j < x i) (i : ι) :
    Tendsto (fun k => (sp2Step N)^[k] x i) atTop (𝓝 (if i ∈ O then 1 else 0)) := by
  obtain ⟨X, hX⟩ : ∃ X : ℕ → ι → ℝ, ∀ k, X k = (sp2Step N)^[k] x := ⟨_, fun _ => rfl⟩
  have hs : ∀ k, X (k + 1) = sp2Step N (X k) := fun k => by
    rw [hX, hX, Function.iterate_succ_apply']
  have hm : ∀ k i, X k i ∈ Set.Icc (0 : ℝ) 1 := by
    intro k
    induction k with
    | zero => rw [hX]; exact hx
    | succ k ih =>
      intro i
      obtain ⟨h0, h1⟩ := ih i
      rw [hs]
      unfold sp2Step
      split_ifs <;> constructor <;> nlinarith
  have hg : ∀ k, ∀ i ∈ O, ∀ j ∉ O, X k j < X k i := by
    intro k i hi j hj
    induction k with
    | zero => rw [hX]; exact hgap i hi j hj
    | succ k ih => rw [hs]; exact sp2Step_lt (hm k j).1 (hm k i).2 ih
  -- for a level in `O` and one outside, the hole in the first times the occupation of the second
  -- tends to zero
  have pair : ∀ i ∈ O, ∀ j ∉ O, Tendsto (fun k => (1 - X k i) * X k j) atTop (𝓝 0) := by
    intro i hi j hj
    have gap : ∀ k, 0 < X k i - X k j := fun k => sub_pos.2 (hg k i hi j hj)
    have den : ∀ k, 0 < X k i * (1 - X k j) := fun k =>
      mul_pos (by linarith [gap k, (hm k j).1]) (by linarith [gap k, (hm k i).2])
    have p0 : ∀ k, 0 ≤ X k j * (1 - X k i) := fun k =>
      mul_nonneg (hm k j).1 (sub_nonneg.2 (hm k i).2)
    have st : ∀ k, oddsRatio (X (k + 1) i) (X (k + 1) j) ≤
        oddsRatio (X k i) (X k j) - X k j * (1 - X k i) * (X k i - X k j) := fun k => by
      rw [hs]; exact oddsRatio_sp2Step (hm k j).1 (hm k i).2 (hg k i hi j hj)
    obtain ⟨R, hR⟩ : ∃ R, R = oddsRatio (X 0 i) (X 0 j) := ⟨_, rfl⟩
    have R1 : R < 1 := by
      rw [hR, oddsRatio, div_lt_one (den 0)]
      nlinarith [gap 0]
    have le0 : ∀ k, oddsRatio (X k i) (X k j) ≤ R := by
      intro k
      induction k with
      | zero => exact hR.ge
      | succ k ih => linarith [st k, mul_nonneg (p0 k) (gap k).le]
    refine tendsto_of_dissipation (r := fun k => oddsRatio (X k i) (X k j)) (sub_pos.2 R1)
      (fun k => div_nonneg (p0 k) (den k).le)
      (fun k => mul_nonneg (sub_nonneg.2 (hm k i).2) (hm k j).1) (fun k => ?_)
    have u := le0 k
    rw [oddsRatio, div_le_iff₀ (den k)] at u
    have v : (1 - R) * (X k j * (1 - X k i)) ≤ X k i - X k j := by
      nlinarith [mul_nonneg (sub_pos.2 R1).le (gap k).le]
    have := mul_le_mul_of_nonneg_left v (p0 k)
    linarith [st k]
  obtain ⟨s, ht⟩ : ∃ s : ℕ → Bool, ∀ k, (s k = true ∧ (N : ℝ) ≤ ∑ i, X k i) ∨
      (s k = false ∧ ∑ i, X k i < (N : ℝ)) := by
    refine ⟨fun k => decide ((N : ℝ) ≤ ∑ i, X k i), fun k => ?_⟩
    by_cases h : (N : ℝ) ≤ ∑ i, X k i
    · exact Or.inl ⟨decide_eq_true h, h⟩
    · exact Or.inr ⟨decide_eq_false h, not_le.1 h⟩
  have w : ∀ b k i, 0 ≤ content b (X k i) ∧ content b (X k i) ≤ 1 := by
    intro b k i
    cases b <;> constructor <;> simp only [content, cond_true, cond_false] <;>
      linarith [(hm k i).1, (hm k i).2]
  -- the selected content is squared, the other at most doubles
  have up : ∀ k i, content (s k) (X (k + 1) i) = content (s k) (X k i) ^ 2 ∧
      content (!s k) (X (k + 1) i) ≤ 2 * content (!s k) (X k i) := by
    intro k i
    rw [hs, sp2Step]
    rcases ht k with ⟨h, t⟩ | ⟨h, t⟩
    · rw [h, if_pos t]
      exact ⟨rfl, by simp only [content, Bool.not_true, cond_false]
                     nlinarith [sq_nonneg (1 - X k i)]⟩
    · rw [h, if_neg (not_le_of_gt t)]
      constructor <;> simp only [content, Bool.not_false, cond_true, cond_false]
      · ring
      · nlinarith [sq_nonneg (X k i)]
  obtain ⟨a, ha⟩ : O.Nonempty := Finset.card_pos.1 (by omega)
  obtain ⟨c, hc⟩ : Oᶜ.Nonempty := Finset.card_pos.1 (by rw [Finset.card_compl]; omega)
  have lt1 : ∀ b k, ∀ i ∈ sector O b, content b (X k i) < 1 := by
    intro b k i hi
    cases b <;> simp only [sector, content, cond_true, cond_false] at hi ⊢
    · linarith [hg k i hi c (Finset.mem_compl.1 hc), (hm k c).1]
    · linarith [hg k a ha i (Finset.mem_compl.1 hi), (hm k a).2]
  have lim : ∀ b, Tendsto (fun k => misplaced O b (X k)) atTop (𝓝 0) := by
    refine tendsto_of_switching (E := fun b k => misplaced O b (X k)) (s := s)
      (fun b k => Finset.sum_nonneg fun i _ => (w b k i).1) ?_ ?_ ?_ ?_ ?_
    · simp only [misplaced, sector, content, cond_true, cond_false, Finset.sum_mul_sum]
      simpa only [Finset.sum_const_zero] using tendsto_finsetSum O fun i hi =>
        tendsto_finsetSum Oᶜ fun j hj => pair i hi j (Finset.mem_compl.1 hj)
    · -- the trace test selects the larger of particles and holes
      intro k
      have e : ∑ i ∈ O, (1 - X k i) = N - ∑ i ∈ O, X k i := by
        simp [Finset.sum_sub_distrib, hO]
      have f := Finset.sum_add_sum_compl O (X k)
      rcases ht k with ⟨h, t⟩ | ⟨h, t⟩ <;>
        simp only [h, misplaced, sector, content, Bool.not_true, Bool.not_false,
          cond_true, cond_false] <;> linarith
    · intro k
      refine Finset.sum_le_sum fun i _ => ?_
      rw [(up k i).1]
      nlinarith [(w (s k) k i).1, (w (s k) k i).2]
    · intro k
      simp only [misplaced, Finset.mul_sum]
      exact Finset.sum_le_sum fun i _ => (up k i).2
    · intro K b hb
      simp only [misplaced]
      simpa only [Finset.sum_const_zero] using tendsto_finsetSum (sector O b) fun i hi =>
        tendsto_of_squaring (y := fun k => content b (X k i)) (fun k => (w b k i).1)
          (lt1 b K i hi) (fun k hk => by have := (up k i).1; rwa [hb k hk] at this)
  have each : ∀ b, ∀ i ∈ sector O b, Tendsto (fun k => content b (X k i)) atTop (𝓝 0) :=
    fun b i hi => squeeze_zero (fun k => (w b k i).1) (fun k => Finset.single_le_sum
      (f := fun i => content b (X k i)) (fun i _ => (w b k i).1) hi) (lim b)
  simp only [← hX]
  by_cases hi : i ∈ O
  · have t : Tendsto (fun k => 1 - X k i) atTop (𝓝 0) := each false i hi
    simpa [hi] using t.const_sub 1
  · rw [if_neg hi]
    exact each true i (Finset.mem_compl.2 hi)

end

end SP2TraceSelection
```

```lean
#print axioms SP2TraceSelection.sp2_converges
```

```
'SP2TraceSelection.sp2_converges' depends on axioms: [propext, Classical.choice, Quot.sound]
```

## Reading the proof

`sp2Step_lt` preserves the order. `oddsRatio_sq_le` is the displayed loss under squaring, and `oddsRatio_sp2Step` extends it to both branches through the particle-hole identity `flip`. `tendsto_of_dissipation` turns the falling ratio into \(g_k\to0\).

A Boolean treats the two errors together: in `misplaced`, `true` means \(p\) and `false` means \(h\). `tendsto_of_switching` contains the two cases above, with `s k` marking the selected error and `d` playing the part of \(\delta\). `tendsto_of_squaring` supplies the constant-selection case, using the bound \(y_{K+m}\le y_K^m\), which is weaker than the true decay but sufficient.

In `sp2_converges`, `X k` is the state after `k` steps. Inductions give `hm` (range) and `hg` (order), `pair` gives the vanishing products, and `up` records squaring and doubling. The switching lemma then yields `lim`, that both totals vanish. Since every term is non-negative and bounded by its total, `each` gives the limit level by level.
